# Block decomposition by an idempotent and uniqueness of the blocks

A calculation with a model space starts from a projector $P$ and its complement $Q = 1 - P$. An operator equation is sorted into terms of the types $P\cdots P$, $P\cdots Q$, $Q\cdots P$, $Q\cdots Q$, and each type is set to zero separately. That step needs two facts: every operator splits into four such blocks, and a sum of four such terms vanishes only if each does. In mean-field theory with a finite non-orthogonal basis and occupations $0$ or $1$, the density matrix $\rho$ and overlap matrix $S$ obey $\rho S \rho = \rho$, so $P = \rho S$ is idempotent but in general not symmetric, and an argument free of adjoints applies to it directly.

## Setting

In Lean 4 with Mathlib:

```lean
import Mathlib

open Finset Matrix

namespace ProjectorBlocks

variable {R : Type*} [Ring R]
```

`R` is an arbitrary ring: its elements can be added, subtracted and multiplied, multiplication is associative and distributive with a unit $1$, and it need not commute. Square matrices of any size and bounded operators on a Hilbert space are examples. Unbounded operators, whose products need domain conditions, do not form such a ring. No adjoint, norm or inner product is available, so "projector" means only idempotent, and "orthogonal" only that a product is zero.

```lean
/-- The block `E X F` of an operator `X` between a left factor `E` and a right
factor `F`. -/
def block (E F X : R) : R := E * X * F
```

The definition names the sandwich: `block E F X` is $EXF$, with left factor $E$, right factor $F$ and the operator $X$ written last. It places no condition on $E$ or $F$.

```lean
/-- For an idempotent `P`, the complement `Q = 1 - P` satisfies `PQ = 0`, `QP = 0` and
`Q² = Q`. -/
theorem compl_relations {P : R} (hP : IsIdempotentElem P) :
    P * (1 - P) = 0 ∧ (1 - P) * P = 0 ∧ (1 - P) * (1 - P) = 1 - P := by
  have h : P * P = P := hP
  have h1 : P * (1 - P) = 0 := by rw [mul_sub, mul_one, h, sub_self]
  have h2 : (1 - P) * P = 0 := by rw [sub_mul, one_mul, h, sub_self]
  refine ⟨h1, h2, ?_⟩
  rw [sub_mul, one_mul, h1, sub_zero]
```

`IsIdempotentElem P` is the statement $P^2 = P$, `hP` is the name of that hypothesis, and `∧` means "and". The statements write $Q$ out as `1 - P`. By hand,
$$PQ = P - P^2 = 0, \qquad QP = P - P^2 = 0, \qquad Q^2 = Q - PQ = Q.$$
The tactic `rw` rewrites with a list of equations in order. In `h1` it distributes (`mul_sub`), replaces $PP$ by $P$ and cancels; `h2` is the mirror image, and the last line uses `h1` for $PQ = 0$.

## Splitting an operator

```lean
/-- With `Q = 1 - P`, every operator is the sum of its four blocks,
`X = PXP + PXQ + QXP + QXQ`. -/
theorem block_decomposition (P X : R) :
    X = block P P X + block P (1 - P) X + block (1 - P) P X
      + block (1 - P) (1 - P) X := by
  unfold block
  noncomm_ring
```

For all $P$ and $X$,
$$X = (P+Q)\,X\,(P+Q) = PXP + PXQ + QXP + QXQ.$$
Only $P + Q = 1$ enters, so the theorem has no idempotency hypothesis. After `unfold block` restores the products, `noncomm_ring` expands both sides without reordering any factors and compares them.

```lean
/-- Taking the `(E', F')` block of the `(E, F)` block of `X` gives the
`(E'E, FF')` block of `X`. -/
theorem block_block (E' F' E F X : R) :
    block E' F' (block E F X) = block (E' * E) (F * F') X := by
  simp only [block, mul_assoc]
```

This is associativity, $E'(EXF)F' = (E'E)\,X\,(FF')$. It carries the uniqueness proofs below: a second sandwich gives zero when $E'E = 0$ or $FF' = 0$, and returns $EXF$ when $E'E = E$ and $FF' = F$.

## Finite families

```lean
/-- If the left family `E` and the right family `F` each resolve the identity, every
operator is the sum of all its blocks `E i * X * F j`. -/
theorem block_decomposition_family {ι κ : Type*} [Fintype ι] [Fintype κ]
    (E : ι → R) (F : κ → R) (hE : ∑ i, E i = 1) (hF : ∑ j, F j = 1) (X : R) :
    X = ∑ i, ∑ j, block (E i) (F j) X := by
  have h : ∀ i, ∑ j, block (E i) (F j) X = E i * X := by
    intro i
    simp only [block]
    rw [← Finset.mul_sum, hF, mul_one]
  simp only [h]
  rw [← Finset.sum_mul, hE, one_mul]
```

The indices $i$ and $j$ run over finite sets `ι` and `κ`, and `E i`, `F j` are $E_i$, $F_j$. The hypotheses are the resolutions of the identity $\sum_i E_i = 1$ and $\sum_j F_j = 1$. Then
$$\sum_i \sum_j E_i X F_j = \sum_i E_i X \Big(\sum_j F_j\Big) = \Big(\sum_i E_i\Big) X = X.$$
The step `h` does the inner sum, and the last line the outer one. Infinite families, such as a full spectral resolution in infinite dimension, are not covered.

```lean
/-- For finite families `E`, `F` of mutually orthogonal idempotents and operators with
`A i j = E i * A i j * F j`, the `(k, l)` block of the sum of all `A i j` is `A k l`. -/
theorem block_sum_family {ι κ : Type*} [Fintype ι] [Fintype κ] [DecidableEq ι]
    [DecidableEq κ] (E : ι → R) (F : κ → R)
    (hE : ∀ i k, E i * E k = if i = k then E i else 0)
    (hF : ∀ j l, F j * F l = if j = l then F j else 0)
    (A : ι → κ → R) (hA : ∀ i j, A i j = block (E i) (F j) (A i j)) (k : ι) (l : κ) :
    block (E k) (F l) (∑ i, ∑ j, A i j) = A k l := by
  -- each term is either reproduced or annihilated by the sandwich
  have h : ∀ i j, block (E k) (F l) (A i j)
      = if j = l then (if k = i then A k l else 0) else 0 := by
    intro i j
    rw [hA i j, block_block, hE, hF]
    by_cases hj : j = l
    · by_cases hi : k = i
      · subst hj
        subst hi
        rw [if_pos rfl, if_pos rfl, if_pos rfl, if_pos rfl]
        exact (hA _ _).symm
      · simp [hj, hi, block]
    · simp [hj, block]
  have hs : block (E k) (F l) (∑ i, ∑ j, A i j)
      = ∑ i, ∑ j, block (E k) (F l) (A i j) := by
    unfold block
    rw [Finset.mul_sum, Finset.sum_mul]
    refine Finset.sum_congr rfl fun i _ => ?_
    rw [Finset.mul_sum, Finset.sum_mul]
  rw [hs]
  simp only [h]
  simp
```

Here `hE` reads $E_i E_k = \delta_{ik} E_i$ and `hF` reads $F_j F_l = \delta_{jl} F_j$, the Kronecker delta being written as `if … then … else 0`. Each combines idempotency with mutual orthogonality; the families need not sum to $1$. The hypothesis `hA` says $A_{ij} = E_i A_{ij} F_j$, that is, $A_{ij}$ is of type $(i,j)$. For fixed $k$ and $l$,
$$E_k A_{ij} F_l = (E_k E_i)\, A_{ij}\, (F_j F_l) = \delta_{ki}\,\delta_{jl}\, E_k A_{kl} F_l = \delta_{ki}\,\delta_{jl}\, A_{kl},$$
and summing over $i$ and $j$ gives $E_k \big(\sum_{i,j} A_{ij}\big) F_l = A_{kl}$. In the proof `h` is the displayed line, with `by_cases` separating matching from non-matching indices, `hs` moves the sandwich inside the double sum, and the final `simp` sums over the deltas.

```lean
/-- For finite families `E`, `F` of mutually orthogonal idempotents and operators with
`A i j = E i * A i j * F j`, the sum of all `A i j` vanishes exactly when each one does. -/
theorem sum_eq_zero_iff_family {ι κ : Type*} [Fintype ι] [Fintype κ] [DecidableEq ι]
    [DecidableEq κ] (E : ι → R) (F : κ → R)
    (hE : ∀ i k, E i * E k = if i = k then E i else 0)
    (hF : ∀ j l, F j * F l = if j = l then F j else 0)
    (A : ι → κ → R) (hA : ∀ i j, A i j = block (E i) (F j) (A i j)) :
    ∑ i, ∑ j, A i j = 0 ↔ ∀ i j, A i j = 0 := by
  constructor
  · intro h0 k l
    have h := block_sum_family E F hE hF A hA k l
    rw [h0] at h
    rw [← h]
    simp [block]
  · intro h0
    simp [h0]
```

The symbol `↔` is "if and only if", and `constructor` splits it into two directions. If $\sum_{i,j} A_{ij} = 0$, the previous theorem gives $A_{kl} = E_k\, 0\, F_l = 0$ for every $k$, $l$. The converse is a sum of zeros.

## The two-by-two case

```lean
/-- For idempotent `P`, `Q = 1 - P` and `A = PAP`, `B = PBQ`, `C = QCP`, `D = QDQ`, one has
`A + B + C + D = X` exactly when `A, B, C, D` are the blocks `PXP, PXQ, QXP, QXQ`. -/
theorem block_decomposition_unique {P A B C D : R} (hP : IsIdempotentElem P)
    (hA : A = block P P A) (hB : B = block P (1 - P) B)
    (hC : C = block (1 - P) P C) (hD : D = block (1 - P) (1 - P) D) (X : R) :
    A + B + C + D = X ↔
      A = block P P X ∧ B = block P (1 - P) X ∧ C = block (1 - P) P X ∧
        D = block (1 - P) (1 - P) X := by
  constructor
  · intro hX
    have hPP : P * P = P := hP
    obtain ⟨hPQ, hQP, hQQ⟩ := compl_relations hP
    generalize 1 - P = Q at *
    -- any block of X, written through the block form of the four terms
    have hsum : ∀ E F : R, block E F X
        = block (E * P) (P * F) A + block (E * P) (Q * F) B
          + block (E * Q) (P * F) C + block (E * Q) (Q * F) D := by
      intro E F
      rw [← block_block, ← block_block, ← block_block, ← block_block,
        ← hA, ← hB, ← hC, ← hD, ← hX]
      unfold block
      noncomm_ring
    have z1 : ∀ F Y : R, block 0 F Y = 0 := fun F Y => by simp [block]
    have z2 : ∀ E Y : R, block E 0 Y = 0 := fun E Y => by simp [block]
    -- orthogonality removes three terms, idempotency keeps the fourth
    refine ⟨?_, ?_, ?_, ?_⟩
    · rw [hsum]
      simpa only [hPP, hPQ, hQP, hQQ, z1, z2, add_zero, zero_add] using hA
    · rw [hsum]
      simpa only [hPP, hPQ, hQP, hQQ, z1, z2, add_zero, zero_add] using hB
    · rw [hsum]
      simpa only [hPP, hPQ, hQP, hQQ, z1, z2, add_zero, zero_add] using hC
    · rw [hsum]
      simpa only [hPP, hPQ, hQP, hQQ, z1, z2, add_zero, zero_add] using hD
  · rintro ⟨h1, h2, h3, h4⟩
    rw [h1, h2, h3, h4]
    exact (block_decomposition P X).symm
```

Let $P^2 = P$ and suppose $A = PAP$, $B = PBQ$, $C = QCP$, $D = QDQ$. Then $A + B + C + D = X$ holds exactly when $A = PXP$, $B = PXQ$, $C = QXP$, $D = QXQ$. The proof repeats the sandwich argument directly, without specialising the family theorem. For any $E$ and $F$, the sum and the four type conditions give
$$EXF = (EP)A(PF) + (EP)B(QF) + (EQ)C(PF) + (EQ)D(QF),$$
which is `hsum`. With $E = P$, $F = Q$ the first term contains $PQ = 0$ on the right, the third and fourth contain $PQ = 0$ on the left, and the second is $P^2 B Q^2 = PBQ = B$, so $PXQ = B$. The choices $(P,P)$, $(Q,P)$, $(Q,Q)$ give $A$, $C$, $D$ in the same way. The line `generalize 1 - P = Q at *` turns the complement into a plain symbol, `z1` and `z2` say that a block with a zero outer factor vanishes, and the four `simpa only` lines are the four choices. The converse substitutes the blocks and applies `block_decomposition`.

```lean
/-- For idempotent `P`, `Q = 1 - P` and `A = PAP`, `B = PBQ`, `C = QCP`, `D = QDQ`, the sum
`A + B + C + D` vanishes exactly when all four terms vanish. -/
theorem blocks_sum_eq_zero_iff {P A B C D : R} (hP : IsIdempotentElem P)
    (hA : A = block P P A) (hB : B = block P (1 - P) B)
    (hC : C = block (1 - P) P C) (hD : D = block (1 - P) (1 - P) D) :
    A + B + C + D = 0 ↔ A = 0 ∧ B = 0 ∧ C = 0 ∧ D = 0 := by
  rw [block_decomposition_unique hP hA hB hC hD 0]
  simp only [block, mul_zero, zero_mul]
```

Setting $X = 0$ makes all four blocks of $X$ zero, so $A + B + C + D = 0$ exactly when $A = B = C = D = 0$. The type conditions are hypotheses, to be supplied for the terms at hand. In the limiting case $P = 1$, $Q = 0$ they already force $B = C = D = 0$ and put no condition on $A$; for $P = 0$ only $D$ survives.

```lean
/-- An operator commutes with an idempotent `P` exactly when its off-diagonal blocks
`PXQ` and `QXP` vanish, with `Q = 1 - P`. -/
theorem commute_iff_offDiagonal_zero {P : R} (hP : IsIdempotentElem P) (X : R) :
    P * X = X * P ↔ block P (1 - P) X = 0 ∧ block (1 - P) P X = 0 := by
  obtain ⟨hPQ, hQP, -⟩ := compl_relations hP
  constructor
  · intro h
    constructor
    · rw [block, h, mul_assoc, hPQ, mul_zero]
    · rw [block, mul_assoc, ← h, ← mul_assoc, hQP, zero_mul]
  · rintro ⟨h1, h2⟩
    -- the commutator is the difference of the off-diagonal blocks
    have h : P * X - X * P = block P (1 - P) X - block (1 - P) P X := by
      unfold block
      noncomm_ring
    rw [h1, h2, sub_zero] at h
    exact sub_eq_zero.mp h
```

An operator $X$ commutes with an idempotent $P$ exactly when $PXQ = 0$ and $QXP = 0$. If $PX = XP$, then $PXQ = XPQ = 0$ and $QXP = QPX = 0$, which are the two `rw` lines. Conversely,
$$PXQ - QXP = (PX - PXP) - (XP - PXP) = PX - XP,$$
the identity `h` in the second half, so vanishing off-diagonal blocks give a vanishing commutator.

The same expansion gives a one-sided neighbour, which is derived here on paper only: $QXP = XP - PXP$, so $QXP = 0$ is equivalent to $XP = PXP$, and for linear operators this says that $X$ maps the range of $P$ into itself.

## An oblique example

```lean
/-- An oblique rank-one projector on a two-dimensional real space. -/
def obliqueP : Matrix (Fin 2) (Fin 2) ℝ := !![1, 1; 0, 0]
```

The notation lists rows separated by a semicolon, and `Fin 2` indexes them by $0$ and $1$:
$$P = \begin{pmatrix} 1 & 1 \\ 0 & 0 \end{pmatrix}, \qquad Q = \begin{pmatrix} 0 & -1 \\ 0 & 1 \end{pmatrix}.$$
The matrix $P$ sends $(x, y)$ to $(x + y, 0)$. Its range is spanned by $(1,0)$ and its kernel by $(1,-1)/\sqrt{2}$, and these directions are not perpendicular.

```lean
/-- The matrix `obliqueP` is idempotent and not symmetric, and the `PXQ` block of
`X = diag(1, 0)` is the matrix with the single entry `-1` in the upper right corner. -/
theorem obliqueP_witness :
    IsIdempotentElem obliqueP ∧ obliquePᵀ ≠ obliqueP ∧
      block obliqueP (1 - obliqueP) !![1, 0; 0, 0] = !![0, -1; 0, 0] := by
  refine ⟨?_, ?_, ?_⟩
  · show obliqueP * obliqueP = obliqueP
    ext i j
    fin_cases i <;> fin_cases j <;> simp [obliqueP, Matrix.mul_apply, Fin.sum_univ_succ]
  · intro h
    have h01 := congrFun (congrFun h 0) 1
    simp [obliqueP] at h01
  · have hQ : 1 - obliqueP = !![0, -1; 0, 1] := by
      ext i j
      fin_cases i <;> fin_cases j <;> simp [obliqueP]
    rw [hQ]
    ext i j
    fin_cases i <;> fin_cases j <;>
      simp [block, obliqueP, Matrix.mul_apply, Fin.sum_univ_succ]

end ProjectorBlocks
```

The theorem states that $P^2 = P$, that the transpose $P^{\mathsf T}$ differs from $P$, and gives the block $PXQ$ for $X = \operatorname{diag}(1,0)$. Direct multiplication gives $PX = X$ for this pair, so
$$PXQ = \begin{pmatrix} 1 & 0 \\ 0 & 0 \end{pmatrix} \begin{pmatrix} 0 & -1 \\ 0 & 1 \end{pmatrix} = \begin{pmatrix} 0 & -1 \\ 0 & 0 \end{pmatrix}.$$
The tactics `ext i j` and `fin_cases` reduce a matrix equation to its four entries, and `simp` evaluates each. Symmetry fails at entry $(0,1)$, where `h01` would equate $P_{10} = 0$ with $P_{01} = 1$. Since $PXQ \neq 0$, the commutation criterion implies $PX \neq XP$. For this pair $XP = P$, so $QXP = QP = 0$: with an oblique projector one off-diagonal block of a symmetric $X$ can vanish while the other does not.

```lean
#print axioms ProjectorBlocks.sum_eq_zero_iff_family
#print axioms ProjectorBlocks.block_decomposition_unique
#print axioms ProjectorBlocks.blocks_sum_eq_zero_iff
#print axioms ProjectorBlocks.commute_iff_offDiagonal_zero
```

```
'ProjectorBlocks.sum_eq_zero_iff_family' depends on axioms: [propext, Classical.choice, Quot.sound]
'ProjectorBlocks.block_decomposition_unique' depends on axioms: [propext]
'ProjectorBlocks.blocks_sum_eq_zero_iff' depends on axioms: [propext]
'ProjectorBlocks.commute_iff_offDiagonal_zero' depends on axioms: [propext]
```
